# Bounds on u = (1 − e^(−w))/(1 + y + y²) for w > 0 and y ≥ 0

The declaration `pbeU_bounds` concerns the number u = (1 − e^(−w))/(1 + y + y²), which the file describes as the u in an expression log(1 − u). It states that for real w > 0 and y ≥ 0, u is positive and at most 1 − e^(−w). Here w and y are plain real numbers: the statement ties them to no particular physical quantity, and the logarithm itself does not enter it. The attempt first shows that the numerator is positive, from e^(−w) < 1, and then uses that the denominator is positive and at least 1.

As first written in Lean, the proof fails:

```lean
import Mathlib

open Real

namespace PbeUBounds

noncomputable section

/-- The number `u = (1 - exp(-w)) / (1 + y + y²)` in the log1p form `log (1 - u)`. -/
def pbeU (w y : ℝ) : ℝ := (1 - exp (-w)) / (1 + y + y ^ 2)

/-- For `w > 0` and `y ≥ 0` the number `u = pbeU w y` is positive and at most `1 - exp(-w)`. -/
theorem pbeU_bounds {w y : ℝ} (hw : 0 < w) (hy : 0 ≤ y) :
    0 < pbeU w y ∧ pbeU w y ≤ 1 - exp (-w) := by
  have h : 0 < 1 - exp (-w) := by
    have := Real.exp_lt_one (show -w < 0 by linarith)
    linarith
  exact ⟨div_pos h (by positivity), div_le_self h.le (by nlinarith [sq_nonneg y])⟩

end

end PbeUBounds
```

The error:

```
Main.lean:16:12: error(lean.unknownIdentifier): Unknown constant `Real.exp_lt_one`
```

What went wrong. The message says that Lean finds no constant called `Real.exp_lt_one` in the environment given by `import Mathlib`. The proof calls it to turn `-w < 0` into `exp (-w) < 1`, the fact from which `linarith` is to derive `0 < 1 - exp (-w)`. The fault is therefore in the name of the lemma, and the inequality itself is true.

The diff calls `Real.exp_lt_one_iff` instead, which states the equivalence of `exp x < 1` and `x < 0`. Its right-to-left direction, selected by `.2`, takes the same proof of `-w < 0` and returns `exp (-w) < 1`. The following `linarith` then closes the goal as intended, and the rest of the proof is unchanged.

This version goes through:

```diff
@@ -14,5 +14,5 @@
     0 < pbeU w y ∧ pbeU w y ≤ 1 - exp (-w) := by
   have h : 0 < 1 - exp (-w) := by
-    have := Real.exp_lt_one (show -w < 0 by linarith)
+    have := Real.exp_lt_one_iff.2 (show -w < 0 by linarith)
     linarith
   exact ⟨div_pos h (by positivity), div_le_self h.le (by nlinarith [sq_nonneg y])⟩
```
